# In a one-orbital nearest-neighbour layer chain, the cleaved Green function is the bulk one minus its mirror image

## Question

To get layer-resolved surface spectra without a slab calculation, I take the bulk Green function at each parallel momentum and subtract a term that cuts the crystal at layer 0. With one orbital per layer, on-site energy e, hopping t between neighbouring layers and complex energy z, I write

z − e = t(l + 1/l), with t ≠ 0 and 0 < |l| < 1,

G0(n) = l^|n| / (t(1/l − l)).

The cleaved function is then

C(n,m) = G0(n−m) − G0(n)G0(m)/G0(0).

For layers n, m ≥ 1 this should equal G0(n−m) − G0(n+m), solve the equation of the half-chain that starts at layer 1, and have the diagonal (1 − l^(2n))G0(0). Can someone show me a complete proof, including the bulk equation, that a machine has checked?

## Answer

Yes. The derivation comes first, then the reading of the Lean statements, the file, and its proofs.

### From the bulk chain to the cut one

Write D = t(1/l − l). It is nonzero, because D = 0 would force l² = 1, against |l| < 1. The bulk equation for a source on layer m is

(z−e)G0(n−m) − t[G0(n+1−m) + G0(n−1−m)] = δ(n,m).

At distance d = |n−m| ≥ 1 from the source, the left side is

(t/D)[(l + 1/l)l^d − l^(d+1) − l^(d−1)] = 0.

On the source layer it is

[t(l + 1/l) − 2tl]/D = t(1/l − l)/D = 1.

Now put a potential U on layer 0. The Dyson equation reads

G_U(n,m) = G0(n−m) + G0(n) U G_U(0,m).

Setting n = 0 and using G0(−m) = G0(m) gives G_U(0,m) = G0(m)/(1 − U G0(0)), hence

G_U(n,m) = G0(n−m) + G0(n)G0(m) U/(1 − U G0(0)).

Since U/(1 − U G0(0)) = 1/(1/U − G0(0)), this factor tends to −1/G0(0) as |U| → ∞, and G_U tends to C. An infinite potential expels the electron from layer 0, which cuts the chain.

For fixed m, C is the bulk solution with source m minus G0(m)/G0(0) times the one with source 0. Applying the bulk operator on layer n ≥ 1 therefore gives

δ(n,m) − [G0(m)/G0(0)] δ(n,0) = δ(n,m).

The half-chain operator differs from the bulk one only on layer 1, where the term t C(0,m) is missing. That term is zero:

C(0,m) = G0(−m) − G0(m) = 0.

So C solves the half-chain equation too.

For n, m ≥ 1 the exponentials factorise:

G0(n)G0(m) = l^(n+m)/D² = G0(0)G0(n+m).

This gives the image form C(n,m) = G0(n−m) − G0(n+m), and at m = n

C(n,n) = G0(0) − G0(2n) = (1 − l^(2n))G0(0).

On the surface layer,

C(1,1) = (1 − l²)/(t(1/l − l)) = l/t,

(z − e − t²C(1,1)) C(1,1) = (t/l)(l/t) = 1.

The last line is the surface self-consistency equation: removing the top layer leaves the same half-chain. In this non-interacting, one-orbital model, t²C(1,1) = tl is the embedding self-energy that replaces a semi-infinite substrate.

### What the Lean statements say

Layers are integers, and a Green function with its source fixed is a function `ℤ → ℂ`. `bulkG t l` is G0, and `cleaved (bulkG t l) n m` is C(n,m). `bulkOp` is z − H with H containing +t on each bond in both directions, which fixes the sign convention; H is Hermitian only for real e and t. `halfChainOp` omits the bond from layer 1 to layer 0 explicitly, so on layers n ≥ 1 it uses only values on layers of the half-chain.

`bulk_resolvent` holds for all integers n and m. `cleaved_half_chain` assumes `1 ≤ n` and `1 ≤ m` and delivers the image form, the half-chain equation and the diagonal together. `surface_element` gives the two surface identities. `pinned_dyson` and `pinned_tendsto_cleaved` concern a general kernel g: the first needs g even and U g(0) ≠ 1, the second g(0) ≠ 0. The limit is taken for each pair n, m separately, with U going to infinity in any complex direction.

The condition `‖l‖ < 1` selects the root that decays away from the source. For real e and t it places z off the band, so the limit onto the real axis inside the band is not treated. Parallel momentum enters only through the values of e, t and l. If it makes the hopping complex, with the conjugate value in the opposite direction, the hopping must first be made real by a choice of phases for the layer orbitals; this leaves the layer-diagonal elements of the Green function unchanged. The surface is ideal: its on-site energy and hopping are those of the bulk. The theorems show that C solves the half-chain equation, not that it is the only bounded solution.

```lean
import Mathlib

open Filter Topology

namespace CleavedChain

noncomputable section

/-- Bulk Green function of the layer chain, `l^|n| / (t (1/l - l))`, as a function of the layer
separation `n`, for `t ≠ 0` and `0 < |l| < 1`. -/
def bulkG (t l : ℂ) (n : ℤ) : ℂ := l ^ n.natAbs / (t * (1 / l - l))

/-- The operator `z - H` of the infinite chain with on-site energy `e` and hopping `t`. -/
def bulkOp (z e t : ℂ) (f : ℤ → ℂ) (n : ℤ) : ℂ :=
  (z - e) * f n - t * (f (n + 1) + f (n - 1))

/-- The operator `z - H` of the half-chain of layers `n ≥ 1`: layer 1 has no neighbour below. -/
def halfChainOp (z e t : ℂ) (f : ℤ → ℂ) (n : ℤ) : ℂ :=
  (z - e) * f n - t * f (n + 1) - (if n = 1 then 0 else t * f (n - 1))

/-- The expression `g(n-m) + g(n) U g(m) / (1 - U g(0))`, with domain `U g(0) ≠ 1`. For an even
unperturbed kernel `g` it solves the Dyson equation with a potential `U` on layer 0. -/
def pinned (g : ℤ → ℂ) (U : ℂ) (n m : ℤ) : ℂ :=
  g (n - m) + g n * U * g m / (1 - U * g 0)

/-- The cleaved expression `g(n-m) - g(n) g(m) / g(0)`, with domain `g(0) ≠ 0`. For an even kernel
`g` it vanishes when `n = 0`. -/
def cleaved (g : ℤ → ℂ) (n m : ℤ) : ℂ := g (n - m) - g n * g m / g 0

/-- For an even kernel `g` and `U g(0) ≠ 1`, the pinned Green function solves the Dyson equation
with the potential `U` on layer 0. -/
theorem pinned_dyson (g : ℤ → ℂ) (heven : ∀ n, g (-n) = g n) (U : ℂ)
    (hU : 1 - U * g 0 ≠ 0) (n m : ℤ) :
    pinned g U n m = g (n - m) + g n * U * pinned g U 0 m := by
  unfold pinned
  rw [zero_sub, heven]
  field_simp
  ring

/-- If `g(0) ≠ 0`, the pinned Green function tends to the cleaved one as the potential on
layer 0 grows without bound. -/
theorem pinned_tendsto_cleaved (g : ℤ → ℂ) (h0 : g 0 ≠ 0) (n m : ℤ) :
    Tendsto (fun U => pinned g U n m) (Bornology.cobounded ℂ) (𝓝 (cleaved g n m)) := by
  have hi : Tendsto (fun U : ℂ => U⁻¹) (Bornology.cobounded ℂ) (𝓝 0) :=
    tendsto_inv₀_cobounded
  have h1 := (((hi.sub_const (g 0)).inv₀ (by simpa using h0)).const_mul
    (g n * g m)).const_add (g (n - m))
  have h2 : g (n - m) + g n * g m * (0 - g 0)⁻¹ = cleaved g n m := by
    unfold cleaved
    rw [zero_sub, inv_neg]
    ring
  rw [h2] at h1
  refine h1.congr' ?_
  filter_upwards [Bornology.eventually_ne_cobounded (0 : ℂ)] with U hU
  have h3 : U⁻¹ - g 0 = (1 - U * g 0) / U := by
    rw [sub_div, mul_div_cancel_left₀ _ hU, one_div]
  unfold pinned
  rw [h3, inv_div]
  ring

/-- The bulk Green function is even in the layer separation. -/
theorem bulkG_even (t l : ℂ) (n : ℤ) : bulkG t l (-n) = bulkG t l n := by
  unfold bulkG
  rw [Int.natAbs_neg]

/-- For `t ≠ 0` and `0 < |l| < 1` the denominator of the bulk Green function is nonzero. -/
theorem denom_ne_zero {t l : ℂ} (ht : t ≠ 0) (hl : l ≠ 0) (hl1 : ‖l‖ < 1) :
    t * (1 / l - l) ≠ 0 := by
  refine mul_ne_zero ht fun h => ?_
  have h1 : 1 / l = l := sub_eq_zero.mp h
  have h2 : l * l = 1 := by
    calc l * l = l * (1 / l) := by rw [h1]
      _ = 1 := mul_one_div_cancel hl
  have h3 : ‖l‖ * ‖l‖ = 1 := by rw [← norm_mul, h2, norm_one]
  nlinarith [norm_nonneg l]

/-- With `z - e = t (l + 1/l)`, `t ≠ 0` and `0 < |l| < 1`, the bulk Green function solves the
resolvent equation of the infinite chain for a unit source on any layer `m`. -/
theorem bulk_resolvent {z e t l : ℂ} (ht : t ≠ 0) (hl : l ≠ 0) (hl1 : ‖l‖ < 1)
    (h : z - e = t * (l + 1 / l)) (n m : ℤ) :
    bulkOp z e t (fun k => bulkG t l (k - m)) n = if n = m then 1 else 0 := by
  have hD := denom_ne_zero ht hl hl1
  obtain ⟨D, hDe⟩ : ∃ D, D = t * (1 / l - l) := ⟨_, rfl⟩
  rw [← hDe] at hD
  have hk : ∀ k : ℕ, (l + 1 / l) * l ^ (k + 1) = l ^ (k + 2) + l ^ k := fun k => by
    have h1 : 1 / l * l = 1 := one_div_mul_cancel hl
    linear_combination l ^ k * h1
  simp only [bulkOp, bulkG, ← hDe, h]
  rcases lt_trichotomy n m with hn | hn | hn
  · -- below the source
    obtain ⟨k, hk'⟩ : ∃ k : ℕ, n = m - (k + 1) := ⟨(m - n - 1).toNat, by omega⟩
    rw [if_neg (by omega), show (n - m).natAbs = k + 1 by omega,
      show (n + 1 - m).natAbs = k by omega, show (n - 1 - m).natAbs = k + 2 by omega]
    linear_combination (t / D) * hk k
  · -- on the source layer
    rw [if_pos hn, show (n - m).natAbs = 0 by omega,
      show (n + 1 - m).natAbs = 1 by omega, show (n - 1 - m).natAbs = 1 by omega]
    have hi : D * D⁻¹ = 1 := mul_inv_cancel₀ hD
    linear_combination hi - D⁻¹ * hDe
  · -- above the source
    obtain ⟨k, hk'⟩ : ∃ k : ℕ, n = m + (k + 1) := ⟨(n - m - 1).toNat, by omega⟩
    rw [if_neg (by omega), show (n - m).natAbs = k + 1 by omega,
      show (n + 1 - m).natAbs = k + 2 by omega, show (n - 1 - m).natAbs = k by omega]
    linear_combination (t / D) * hk k

/-- With `z - e = t (l + 1/l)`, `t ≠ 0` and `0 < |l| < 1`, the cleaved Green function on layers
`n, m ≥ 1` is the bulk one minus its mirror image, solves the half-chain resolvent equation,
and has the diagonal `(1 - l^(2n)) G0(0)`. -/
theorem cleaved_half_chain {z e t l : ℂ} (ht : t ≠ 0) (hl : l ≠ 0) (hl1 : ‖l‖ < 1)
    (h : z - e = t * (l + 1 / l)) {n m : ℤ} (hn : 1 ≤ n) (hm : 1 ≤ m) :
    cleaved (bulkG t l) n m = bulkG t l (n - m) - bulkG t l (n + m) ∧
    halfChainOp z e t (fun k => cleaved (bulkG t l) k m) n = (if n = m then 1 else 0) ∧
    cleaved (bulkG t l) n n = (1 - l ^ (2 * n)) * bulkG t l 0 := by
  have hg : bulkG t l 0 ≠ 0 := by
    unfold bulkG
    exact div_ne_zero (by simp) (denom_ne_zero ht hl hl1)
  -- exponentials factorise on one side of the cut
  have image : ∀ k : ℤ, 1 ≤ k →
      cleaved (bulkG t l) n k = bulkG t l (n - k) - bulkG t l (n + k) := fun k hk => by
    have hf : bulkG t l n * bulkG t l k = bulkG t l 0 * bulkG t l (n + k) := by
      unfold bulkG
      rw [show (n + k).natAbs = n.natAbs + k.natAbs by omega, Int.natAbs_zero, pow_add]
      generalize t * (1 / l - l) = D
      ring
    unfold cleaved
    rw [hf, mul_div_cancel_left₀ _ hg]
  refine ⟨image m hm, ?_, ?_⟩
  · -- the cleaved function vanishes on layer 0, so the missing bond costs nothing
    have c0 : cleaved (bulkG t l) 0 m = 0 := by
      unfold cleaved
      rw [zero_sub, bulkG_even, mul_div_cancel_left₀ _ hg, sub_self]
    have hif : (if n = 1 then 0 else t * cleaved (bulkG t l) (n - 1) m)
        = t * cleaved (bulkG t l) (n - 1) m := by
      split_ifs with h1
      · rw [h1, sub_self, c0, mul_zero]
      · rfl
    have b1 := bulk_resolvent ht hl hl1 h n m
    have b2 := bulk_resolvent ht hl hl1 h n 0
    rw [if_neg (by omega)] at b2
    simp only [bulkOp, sub_zero] at b1 b2
    simp only [halfChainOp]
    rw [hif]
    simp only [cleaved]
    linear_combination b1 - (bulkG t l m / bulkG t l 0) * b2
  · have hp : l ^ (2 * n) = l ^ (n + n).natAbs := by
      rw [← zpow_natCast, show ((n + n).natAbs : ℤ) = 2 * n by omega]
    rw [image n hn, sub_self, hp]
    unfold bulkG
    rw [Int.natAbs_zero]
    ring

/-- With `z - e = t (l + 1/l)`, `t ≠ 0` and `0 < |l| < 1`, the surface-layer element is `l/t`
and satisfies the surface self-consistency equation `(z - e - t² g) g = 1`. -/
theorem surface_element {z e t l : ℂ} (ht : t ≠ 0) (hl : l ≠ 0) (hl1 : ‖l‖ < 1)
    (h : z - e = t * (l + 1 / l)) :
    cleaved (bulkG t l) 1 1 = l / t ∧
    (z - e - t ^ 2 * cleaved (bulkG t l) 1 1) * cleaved (bulkG t l) 1 1 = 1 := by
  have hs : cleaved (bulkG t l) 1 1 = l / t := by
    rw [(cleaved_half_chain ht hl hl1 h le_rfl le_rfl).2.2, bulkG, Int.natAbs_zero, pow_zero,
      mul_one_div, div_eq_div_iff (denom_ne_zero ht hl hl1) ht,
      show l ^ (2 * (1 : ℤ)) = l ^ 2 by norm_cast]
    have h1 : l * (1 / l) = 1 := mul_one_div_cancel hl
    linear_combination -t * h1
  refine ⟨hs, ?_⟩
  have h1 : t ^ 2 * (l / t) = t * l := by field_simp
  have h2 : t * (l + 1 / l) - t * l = t / l := by ring
  rw [hs, h, h1, h2, div_mul_div_comm, mul_comm l t, div_self (mul_ne_zero ht hl)]

end

end CleavedChain
```

```lean
#print axioms CleavedChain.pinned_dyson
#print axioms CleavedChain.pinned_tendsto_cleaved
#print axioms CleavedChain.cleaved_half_chain
#print axioms CleavedChain.surface_element
```

```
'CleavedChain.pinned_dyson' depends on axioms: [propext, Classical.choice, Quot.sound]
'CleavedChain.pinned_tendsto_cleaved' depends on axioms: [propext, Classical.choice, Quot.sound]
'CleavedChain.cleaved_half_chain' depends on axioms: [propext, Classical.choice, Quot.sound]
'CleavedChain.surface_element' depends on axioms: [propext, Classical.choice, Quot.sound]
```

### How the Lean proofs run

`denom_ne_zero` proves D ≠ 0 by the argument above. In `bulk_resolvent`, `hk` is the recurrence (l + 1/l)l^(k+1) = l^(k+2) + l^k. The proof splits into layers below, on and above the source; `omega` works out the distances, and `linear_combination` closes each case with the recurrence or, on the source, with the definition of D.

`pinned_dyson` is algebra after evenness has been used. `pinned_tendsto_cleaved` starts from 1/U → 0, carries the limit through the inverse of 1/U − g(0), and identifies the resulting expression with `pinned` for U ≠ 0.

In `cleaved_half_chain`, `image` contains the factorisation; it is applied once with m and once with n for the diagonal. `c0` states that C vanishes on layer 0, and `hif` uses this to restore the missing bond. `b1` and `b2` are the bulk equations with sources on layers m and 0, and the final `linear_combination` subtracts G0(m)/G0(0) times the second from the first. `surface_element` evaluates the diagonal at n = 1 and substitutes l/t into the self-consistency equation.
